# A fourth-order bound on a C⁴ phase-shift error between two energies of matched value and slope

The error that a pseudopotential makes in a scattering phase shift, between two reference energies at which it was fitted, is represented here by a real function \(f\) of energy that is four times continuously differentiable on the whole real line. No potential or radial equation stands behind \(f\). The fit enters only as four conditions: \(f\) and its slope \(f'\) vanish at both references \(e_1<e_2\).

In physical terms, \(f=\delta_{\mathrm{PS}}-\delta_{\mathrm{AE}}\) is the difference between the pseudo and all-electron phase shifts of one partial wave, in radians. Adding a constant multiple of \(\pi\) to a phase shift leaves the scattering unchanged, and that multiple is chosen here so that the two curves agree at \(e_1\).

## Error between the references

For every energy \(e\) in \([e_1,e_2]\) there is a \(\xi\) in \((e_1,e_2)\), depending on \(e\), with

\[
f(e)=\frac{f''''(\xi)}{24}\,(e-e_1)^2(e-e_2)^2 .
\]

If \(|f''''|\le M\) on \((e_1,e_2)\), then throughout \([e_1,e_2]\)

\[
|f(e)|\le \frac{M\,(e_2-e_1)^4}{384}.
\]

The constant \(M\) measures how strongly the error can curve at fourth order in energy; its unit is radians per energy to the fourth power. For the partial-wave S-matrix elements \(S=e^{2i\delta}\), the same conditions give

\[
|S_{\mathrm{PS}}(e)-S_{\mathrm{AE}}(e)|\le \frac{M\,(e_2-e_1)^4}{192}.
\]

## Scattering checks in a pseudopotential generator

An ultrasoft pseudopotential with two reference energies per angular momentum is built to reproduce the all-electron logarithmic derivative at each reference. Its pseudo-wavefunctions need not conserve the norm inside the core radius, but the augmentation term in the overlap operator makes up the difference, so the energy slope of that logarithmic derivative agrees as well. A generator that accepts a dataset without scanning the energies in between assumes that the error stays small there. For a single elastic channel with both references above threshold, a smooth phase-shift error and phase shifts that themselves match in value and slope, the bound turns this assumption into a condition on \(M\). References placed at bound valence levels, a common choice, fall outside this setting.

With references 1 Ry apart and \(M=1\) rad/Ry⁴, the phase error is at most \(1/384\approx 0.0026\) rad. For the same \(M\), halving the separation divides the bound by 16. Conversely, if a scan finds an error above \(M(e_2-e_1)^4/384\), then the matching conditions fail, the error is not four times continuously differentiable, or \(|f''''|\) exceeds \(M\) somewhere between the references.

## Zeros counted up to the fourth derivative

At \(e=e_1\) or \(e=e_2\) both sides of the formula vanish, and any \(\xi\) between the references will do. Now fix \(e\) strictly between them and define a quartic in the variable \(x\),

\[
Q(x)=K(x-e_1)^2(x-e_2)^2,\qquad
K=\frac{f(e)}{(e-e_1)^2(e-e_2)^2},
\]

so that \(Q(e)=f(e)\). With \(A=(x-e_1)(x-e_2)\) and \(C=A'=2x-e_1-e_2\), its derivatives are

\[
Q'=2KAC,\quad Q''=K(2C^2+4A),\quad Q'''=12KC,\quad Q''''=24K .
\]

Since \(A\) vanishes at both references, so do \(Q\) and \(Q'\). The difference \(g=f-Q\) therefore vanishes at \(e_1\), \(e\) and \(e_2\), and \(g'\) vanishes at \(e_1\) and \(e_2\). Rolle's theorem is then applied repeatedly:

1. Between the three zeros of \(g\) there are zeros \(p\in(e_1,e)\) and \(q\in(e,e_2)\) of \(g'\). With the two references, \(g'\) has four zeros.
2. Between these, \(g''\) has zeros \(r\in(e_1,p)\), \(s\in(p,q)\) and \(t\in(q,e_2)\).
3. Between those, \(g'''\) has zeros \(u\in(r,s)\) and \(v\in(s,t)\).
4. Finally, \(g''''\) has a zero \(\xi\in(u,v)\).

Hence \(f''''(\xi)=24K\), and inserting the definition of \(K\) gives the formula.

For the bound, complete the square:

\[
(e-e_1)(e_2-e)=\frac{(e_2-e_1)^2}{4}-\left(e-\frac{e_1+e_2}{2}\right)^2\le\frac{(e_2-e_1)^2}{4}.
\]

The left side is nonnegative on \([e_1,e_2]\), so squaring gives \((e-e_1)^2(e-e_2)^2\le(e_2-e_1)^4/16\). Division by 24 produces the factor \(1/384\).

The formula also fixes a sign: if \(f''''>0\) between the references, then \(f>0\) strictly between them. The quartic with \(K=M/24\) has fourth derivative \(M\) everywhere and equals \(M(e_2-e_1)^4/384\) at the midpoint, so for \(M\ge 0\) it attains the bound.

For two real phase shifts \(a\) and \(b\), the inequality \(\cos x\ge 1-x^2/2\) gives

\[
|e^{2ia}-e^{2ib}|^2=2-2\cos(2a-2b)\le 4(a-b)^2 .
\]

Thus \(|e^{2ia}-e^{2ib}|\le2|a-b|\), which doubles the phase bound and yields the constant 192.

## Lean source for the phase and S-matrix bounds

```lean
import Mathlib

open Set

namespace TwoReferencePhaseShift

noncomputable section

/-- The model phase-shift error `K (e - e1)² (e - e2)²`, a quartic in the energy `e`. -/
def quarticError (K e1 e2 e : ℝ) : ℝ := K * ((e - e1) ^ 2 * (e - e2) ^ 2)

/-- The partial-wave S-matrix element `exp(2 i δ)` belonging to the phase shift `δ`. -/
def sMatrix (δ : ℝ) : ℂ := Complex.exp (((2 * δ : ℝ) : ℂ) * Complex.I)

/-- Let `g 0, ..., g 4` be successive derivatives. If `g 0` vanishes at `e1 < e < e2` and the
slope `g 1` vanishes at `e1` and `e2`, then `g 4` vanishes somewhere between `e1` and `e2`. -/
theorem fourfold_rolle {g : ℕ → ℝ → ℝ} {e1 e e2 : ℝ}
    (hg : ∀ k < 4, ∀ x, HasDerivAt (g k) (g (k + 1) x) x)
    (h1 : e1 < e) (h2 : e < e2) (z1 : g 0 e1 = 0) (z : g 0 e = 0) (z2 : g 0 e2 = 0)
    (d1 : g 1 e1 = 0) (d2 : g 1 e2 = 0) : ∃ ξ ∈ Ioo e1 e2, g 4 ξ = 0 := by
  have step : ∀ k < 4, ∀ a b, a < b → g k a = 0 → g k b = 0 →
      ∃ c, a < c ∧ c < b ∧ g (k + 1) c = 0 := by
    intro k hk a b hab ha hb
    obtain ⟨c, hc, h⟩ := exists_hasDerivAt_eq_zero hab
      (fun x _ => (hg k hk x).continuousAt.continuousWithinAt)
      (ha.trans hb.symm) (fun x _ => hg k hk x)
    exact ⟨c, hc.1, hc.2, h⟩
  -- two new zeros of the slope, four in all
  obtain ⟨p, hp, hp', zp⟩ := step 0 (by norm_num) _ _ h1 z1 z
  obtain ⟨q, hq, hq', zq⟩ := step 0 (by norm_num) _ _ h2 z z2
  -- three zeros of the second derivative
  obtain ⟨r, hr, hr', zr⟩ := step 1 (by norm_num) _ _ hp d1 zp
  obtain ⟨s, hs, hs', zs⟩ := step 1 (by norm_num) _ _ (hp'.trans hq) zp zq
  obtain ⟨t, ht, ht', zt⟩ := step 1 (by norm_num) _ _ hq' zq d2
  -- two zeros of the third derivative, and one of the fourth
  obtain ⟨u, hu, hu', zu⟩ := step 2 (by norm_num) _ _ (hr'.trans hs) zr zs
  obtain ⟨v, hv, hv', zv⟩ := step 2 (by norm_num) _ _ (hs'.trans ht) zs zt
  obtain ⟨ξ, hξ, hξ', zξ⟩ := step 3 (by norm_num) _ _ (hu'.trans hv) zu zv
  exact ⟨ξ, ⟨by linarith, by linarith⟩, zξ⟩

/-- The energy slope of the model error is `2 K (e - e1)(e - e2)(2e - e1 - e2)`. -/
theorem deriv_quarticError (K e1 e2 : ℝ) : deriv (quarticError K e1 e2) =
    fun e => K * (2 * ((e - e1) * (e - e2) * (2 * e - e1 - e2))) := by
  have h : quarticError K e1 e2 =
      fun e => K * (((e - e1) * (e - e2)) * ((e - e1) * (e - e2))) := by
    funext e
    unfold quarticError
    ring
  rw [h]
  funext e
  have hab := ((hasDerivAt_id' e).sub_const e1).fun_mul ((hasDerivAt_id' e).sub_const e2)
  exact (((hab.fun_mul hab).const_mul K).congr_deriv (by ring)).deriv

/-- The fourth energy derivative of the model error is the constant `24 K`. -/
theorem fourth_deriv_quarticError (K e1 e2 x : ℝ) :
    iteratedDeriv 4 (quarticError K e1 e2) x = 24 * K := by
  have hA : ∀ e : ℝ, HasDerivAt (fun t => (t - e1) * (t - e2)) (2 * e - e1 - e2) e := fun e =>
    (((hasDerivAt_id' e).sub_const e1).fun_mul
      ((hasDerivAt_id' e).sub_const e2)).congr_deriv (by ring)
  have hC : ∀ e : ℝ, HasDerivAt (fun t => 2 * t - e1 - e2) 2 e := fun e =>
    ((((hasDerivAt_id' e).const_mul 2).sub_const e1).sub_const e2).congr_deriv (by ring)
  have h2 : deriv (fun e => K * (2 * ((e - e1) * (e - e2) * (2 * e - e1 - e2)))) =
      fun e => K * (2 * ((2 * e - e1 - e2) * (2 * e - e1 - e2)) + 4 * ((e - e1) * (e - e2))) :=
    funext fun e => (((((hA e).fun_mul (hC e)).const_mul 2).const_mul K).congr_deriv
      (by ring)).deriv
  have h3 : deriv (fun e => K * (2 * ((2 * e - e1 - e2) * (2 * e - e1 - e2))
      + 4 * ((e - e1) * (e - e2)))) = fun e => K * (12 * (2 * e - e1 - e2)) :=
    funext fun e => ((((((hC e).fun_mul (hC e)).const_mul 2).fun_add
      ((hA e).const_mul 4)).const_mul K).congr_deriv (by ring)).deriv
  rw [iteratedDeriv_eq_iterate]
  change deriv (deriv (deriv (deriv (quarticError K e1 e2)))) x = 24 * K
  rw [deriv_quarticError, h2, h3]
  exact ((((hC x).const_mul 12).const_mul K).congr_deriv (by ring)).deriv

/-- A four times continuously differentiable phase-shift error that vanishes with its slope at
the references `e1 < e2` equals `f''''(ξ) (e - e1)² (e - e2)² / 24` at each energy `e` of
`[e1, e2]`, for some `ξ` strictly between the references. -/
theorem phase_error_eq {f : ℝ → ℝ} {e1 e2 e : ℝ} (hf : ContDiff ℝ 4 f) (h12 : e1 < e2)
    (z1 : f e1 = 0) (z2 : f e2 = 0) (d1 : deriv f e1 = 0) (d2 : deriv f e2 = 0)
    (he : e ∈ Icc e1 e2) :
    ∃ ξ ∈ Ioo e1 e2, f e = iteratedDeriv 4 f ξ * (e - e1) ^ 2 * (e - e2) ^ 2 / 24 := by
  -- at a reference energy both sides vanish
  rcases eq_or_lt_of_le he.1 with h | h1
  · refine ⟨(e1 + e2) / 2, ⟨by linarith, by linarith⟩, ?_⟩
    rw [← h, z1]
    ring
  rcases eq_or_lt_of_le he.2 with h | h2
  · refine ⟨(e1 + e2) / 2, ⟨by linarith, by linarith⟩, ?_⟩
    rw [h, z2]
    ring
  have hne : (e - e1) ^ 2 * (e - e2) ^ 2 ≠ 0 :=
    mul_ne_zero (pow_ne_zero 2 (sub_pos.2 h1).ne') (pow_ne_zero 2 (sub_neg.2 h2).ne)
  -- the model error that agrees with `f` at the energy `e`
  obtain ⟨K, hK⟩ : ∃ K, quarticError K e1 e2 e = f e :=
    ⟨f e / ((e - e1) ^ 2 * (e - e2) ^ 2), by
      unfold quarticError
      exact div_mul_cancel₀ _ hne⟩
  have hq : ContDiff ℝ 4 (quarticError K e1 e2) := by
    unfold quarticError
    fun_prop
  have hd : ∀ F : ℝ → ℝ, ContDiff ℝ 4 F → ∀ k < 4, ∀ x,
      HasDerivAt (iteratedDeriv k F) (iteratedDeriv (k + 1) F x) x := by
    intro F hF k hk x
    rw [iteratedDeriv_succ]
    exact (hF.differentiable_iteratedDeriv k (by exact_mod_cast hk) x).hasDerivAt
  obtain ⟨ξ, hξ, h⟩ := fourfold_rolle
    (g := fun k t => iteratedDeriv k f t - iteratedDeriv k (quarticError K e1 e2) t)
    (fun k hk x => (hd f hf k hk x).fun_sub (hd _ hq k hk x)) h1 h2
    (by simp [iteratedDeriv_zero, z1, quarticError])
    (by simp [iteratedDeriv_zero, hK])
    (by simp [iteratedDeriv_zero, z2, quarticError])
    (by simp [iteratedDeriv_one, d1, deriv_quarticError])
    (by simp [iteratedDeriv_one, d2, deriv_quarticError])
  refine ⟨ξ, hξ, ?_⟩
  simp only [fourth_deriv_quarticError] at h
  rw [← hK, sub_eq_zero.1 h]
  unfold quarticError
  ring

/-- If a C⁴ phase-shift error `f` vanishes with its slope at the references `e1 < e2`, and
`|f''''| ≤ M` between them, then the absolute value of `f` on `[e1, e2]` is at most
`M (e2 - e1)⁴ / 384`. -/
theorem phase_error_le {f : ℝ → ℝ} {e1 e2 e M : ℝ} (hf : ContDiff ℝ 4 f) (h12 : e1 < e2)
    (z1 : f e1 = 0) (z2 : f e2 = 0) (d1 : deriv f e1 = 0) (d2 : deriv f e2 = 0)
    (hM : ∀ x ∈ Ioo e1 e2, |iteratedDeriv 4 f x| ≤ M) (he : e ∈ Icc e1 e2) :
    |f e| ≤ M * (e2 - e1) ^ 4 / 384 := by
  obtain ⟨ξ, hξ, h⟩ := phase_error_eq hf h12 z1 z2 d1 d2 he
  have hp : 0 ≤ (e - e1) * (e2 - e) := mul_nonneg (sub_nonneg.2 he.1) (sub_nonneg.2 he.2)
  -- the product of the distances to the references is largest at the midpoint
  have hm : (e - e1) * (e2 - e) ≤ (e2 - e1) ^ 2 / 4 := by
    nlinarith [sq_nonneg (2 * e - e1 - e2)]
  have hw := pow_le_pow_left₀ hp hm 2
  have hfe : f e = iteratedDeriv 4 f ξ * (((e - e1) * (e2 - e)) ^ 2 / 24) := by
    rw [h]
    ring
  rw [hfe, abs_mul, abs_of_nonneg (by positivity : 0 ≤ ((e - e1) * (e2 - e)) ^ 2 / 24)]
  calc |iteratedDeriv 4 f ξ| * (((e - e1) * (e2 - e)) ^ 2 / 24)
      ≤ M * (((e2 - e1) ^ 2 / 4) ^ 2 / 24) :=
        mul_le_mul (hM ξ hξ) (by linarith) (by positivity) ((abs_nonneg _).trans (hM ξ hξ))
    _ = M * (e2 - e1) ^ 4 / 384 := by ring

/-- If a C⁴ error vanishes with its slope at both references and its fourth derivative is positive
between them, then the error itself is positive strictly between them. -/
theorem phase_error_pos {f : ℝ → ℝ} {e1 e2 e : ℝ} (hf : ContDiff ℝ 4 f)
    (z1 : f e1 = 0) (z2 : f e2 = 0) (d1 : deriv f e1 = 0) (d2 : deriv f e2 = 0)
    (hpos : ∀ x ∈ Ioo e1 e2, 0 < iteratedDeriv 4 f x) (he : e ∈ Ioo e1 e2) : 0 < f e := by
  obtain ⟨ξ, hξ, h⟩ := phase_error_eq hf (he.1.trans he.2) z1 z2 d1 d2 ⟨he.1.le, he.2.le⟩
  have hD := hpos ξ hξ
  have ha : e - e1 ≠ 0 := (sub_pos.2 he.1).ne'
  have hb : e - e2 ≠ 0 := (sub_neg.2 he.2).ne
  rw [h]
  positivity

/-- The model error with `K = M / 24` is C⁴, vanishes with its slope at both references, has fourth
derivative `M`, and equals `M (e2 - e1)⁴ / 384` at the midpoint. -/
theorem phase_error_sharp (M e1 e2 : ℝ) :
    ContDiff ℝ 4 (quarticError (M / 24) e1 e2) ∧
    (∀ r ∈ ({e1, e2} : Set ℝ), quarticError (M / 24) e1 e2 r = 0 ∧
      deriv (quarticError (M / 24) e1 e2) r = 0) ∧
    (∀ x, iteratedDeriv 4 (quarticError (M / 24) e1 e2) x = M) ∧
    quarticError (M / 24) e1 e2 ((e1 + e2) / 2) = M * (e2 - e1) ^ 4 / 384 := by
  refine ⟨by unfold quarticError; fun_prop, ?_, ?_, by unfold quarticError; ring⟩
  · rintro r (rfl | rfl) <;> simp [deriv_quarticError, quarticError]
  · intro x
    rw [fourth_deriv_quarticError]
    ring

/-- Two S-matrix elements differ by at most twice the difference of their phase shifts. -/
theorem norm_sMatrix_sub_le (a b : ℝ) : ‖sMatrix a - sMatrix b‖ ≤ 2 * |a - b| := by
  refine (sq_le_sq₀ (norm_nonneg _) (by positivity)).1 ?_
  rw [Complex.sq_norm, Complex.normSq_apply, mul_pow, sq_abs]
  simp only [sMatrix, Complex.sub_re, Complex.sub_im, Complex.exp_ofReal_mul_I_re,
    Complex.exp_ofReal_mul_I_im]
  -- the squared chord is `2 - 2 cos (2a - 2b)`
  have hc := Real.one_sub_sq_div_two_le_cos (x := 2 * a - 2 * b)
  rw [Real.cos_sub] at hc
  nlinarith [Real.sin_sq_add_cos_sq (2 * a), Real.sin_sq_add_cos_sq (2 * b)]

/-- Let smooth (C⁴) pseudo and all-electron phase shifts agree in value and slope at `e1 < e2`, and
let the fourth derivative of their difference be at most `M` in absolute value in between. Then
their S-matrix elements differ by at most `M (e2 - e1)⁴ / 192` on `[e1, e2]`. -/
theorem sMatrix_error_le {δPS δAE : ℝ → ℝ} {e1 e2 e M : ℝ} (hP : ContDiff ℝ 4 δPS)
    (hA : ContDiff ℝ 4 δAE) (h12 : e1 < e2)
    (hv : ∀ r ∈ ({e1, e2} : Set ℝ), δPS r = δAE r ∧ deriv δPS r = deriv δAE r)
    (hM : ∀ x ∈ Ioo e1 e2, |iteratedDeriv 4 (fun t => δPS t - δAE t) x| ≤ M)
    (he : e ∈ Icc e1 e2) :
    ‖sMatrix (δPS e) - sMatrix (δAE e)‖ ≤ M * (e2 - e1) ^ 4 / 192 := by
  have hd : ∀ r ∈ ({e1, e2} : Set ℝ), deriv (fun t => δPS t - δAE t) r = 0 := by
    intro r hr
    have h := ((hP.differentiable (by norm_num) r).hasDerivAt.fun_sub
      (hA.differentiable (by norm_num) r).hasDerivAt).deriv
    rw [h, (hv r hr).2, sub_self]
  have m1 : e1 ∈ ({e1, e2} : Set ℝ) := by simp
  have m2 : e2 ∈ ({e1, e2} : Set ℝ) := by simp
  have hb := phase_error_le (hP.sub hA) h12 (sub_eq_zero.2 (hv e1 m1).1)
    (sub_eq_zero.2 (hv e2 m2).1) (hd e1 m1) (hd e2 m2) hM he
  have hs := norm_sMatrix_sub_le (δPS e) (δAE e)
  linarith

end

end TwoReferencePhaseShift
```

```lean
#print axioms TwoReferencePhaseShift.phase_error_le
#print axioms TwoReferencePhaseShift.phase_error_pos
#print axioms TwoReferencePhaseShift.phase_error_sharp
#print axioms TwoReferencePhaseShift.sMatrix_error_le
```

```
'TwoReferencePhaseShift.phase_error_le' depends on axioms: [propext, Classical.choice, Quot.sound]
'TwoReferencePhaseShift.phase_error_pos' depends on axioms: [propext, Classical.choice, Quot.sound]
'TwoReferencePhaseShift.phase_error_sharp' depends on axioms: [propext, Classical.choice, Quot.sound]
'TwoReferencePhaseShift.sMatrix_error_le' depends on axioms: [propext, Classical.choice, Quot.sound]
```

## Proved bounds and assumed matching

**Statements.** In `phase_error_eq`, `ContDiff ℝ 4 f` is the smoothness of the error, `z1` and `z2` are the matched values, and `d1` and `d2` are the matched slopes. `Icc e1 e2` is the closed energy interval, `Ioo e1 e2` the open one, and `iteratedDeriv 4 f` is \(f''''\). The theorem `phase_error_le` adds the hypothesis `hM`, which bounds the fourth derivative between the references only. The sign statement is `phase_error_pos`, and `phase_error_sharp` records the properties of the extremal quartic.

The definition `sMatrix` is \(e^{2i\delta}\) for a real phase shift, so it describes elastic scattering in one channel. In `sMatrix_error_le`, `δPS` and `δAE` are the two phase shifts and `hv` states their agreement in value and slope at each reference. Here `M` bounds the fourth derivative of their difference. The constant 192 comes with no sharpness statement.

**Proof.** `fourfold_rolle` takes a sequence `g 0` to `g 4` of successive derivatives. Its local statement `step` is Rolle's theorem for one member of the sequence, and the eight calls to it produce the points \(p,q,r,s,t,u,v,\xi\) in the order used above. The lemmas `deriv_quarticError` and `fourth_deriv_quarticError` compute \(Q'\) and \(Q''''\) by the product rule.

`phase_error_eq` first disposes of the two endpoints, taking the midpoint for \(\xi\). It then chooses \(K\), and `hd` turns four-times differentiability into the chain of derivatives that `fourfold_rolle` requires. In `phase_error_le`, the completed square is the term `sq_nonneg (2 * e - e1 - e2)` handed to `nlinarith`. `norm_sMatrix_sub_le` compares squared lengths and uses the same cosine inequality as the derivation. `sMatrix_error_le` applies the phase bound to the difference `δPS - δAE` and then doubles it.

**From a dataset to the hypotheses.** The step left to the user is the passage from matched logarithmic derivatives to matched phase shifts. A logarithmic derivative fixes a phase shift only up to a multiple of \(\pi\). If the two continuous phase curves are aligned at \(e_1\), they may still differ by \(\pi\) at \(e_2\), for instance when a narrow resonance between the references occurs in only one of the two problems. Then \(f(e_2)\ne0\) and the bound does not apply, although the logarithmic derivatives agree at both references. A code should therefore follow both phases continuously across the interval before it forms \(f\).

Smoothness on all of \(\mathbb{R}\) is an idealisation as well, because a scattering phase shift belongs to positive energies. For references above threshold, \(f\) has to be read as a C⁴ extension of the physical error; its values outside \([e_1,e_2]\) do not enter the bound.

The number \(M\) is an input. Finite differences on an energy grid can estimate it, but they do not bound \(f''''\) between the grid points. The matching conditions are also taken as exact, so any residual mismatch at the references needs its own error estimate.
